# The Ferromagnetic Multiplet of Hopping Eigenorbitals Has a Hubbard Energy Independent of $U$

To check an exact-diagonalisation code for a finite Hubbard cluster, one can add the energies of $k$ mutually orthogonal eigenorbitals of the hopping matrix and look for the sum among the $k$-electron levels with $m\le k$ spins down. It must appear there at every on-site interaction $U$.

## From the polarised state to the multiplet

Let $c_{ps}$ and $a_{ps}$ create and annihilate an electron at site $p$ with spin $s$, let $n_{ps}=c_{ps}a_{ps}$, and let every $a_{ps}$ kill the vacuum $v$. Define

$$T=\sum_{pqs}t_{pq}c_{ps}a_{qs},\quad H=T+U\sum_p n_{p\uparrow}n_{p\downarrow},\quad S^-=\sum_p c_{p\downarrow}a_{p\uparrow},\quad S^+=\sum_p c_{p\uparrow}a_{p\downarrow},$$

$$c_\uparrow(g)=\sum_p g_pc_{p\uparrow},\qquad w_0=v,\qquad w_{k+1}=c_\uparrow(f_k)w_k .$$

**Claim.** If $tf_j=e_jf_j$ for $j<k$, then $H(S^-)^mw_k=E_k(S^-)^mw_k$ for every natural $m$, with $E_k=\sum_{j<k}e_j$.

The anticommutators give

$$[c_{ps}a_{qs},c_\uparrow(g)]=c_{ps}\{a_{qs},c_\uparrow(g)\}-\{c_{ps},c_\uparrow(g)\}a_{qs}=\delta_{s\uparrow}g_qc_{p\uparrow},$$

so $[T,c_\uparrow(g)]=c_\uparrow(tg)$. Hence $Tw_{k+1}=c_\uparrow(f_k)Tw_k+e_kw_{k+1}$, and induction from $Tv=0$ gives $Tw_k=E_kw_k$. Each $a_{p\downarrow}$ anticommutes with every $c_\uparrow(f_j)$ and kills $v$, so $a_{p\downarrow}w_k=0$. The interaction therefore vanishes on $w_k$, and $Hw_k=E_kw_k$.

Next,

$$[c_{ps}a_{qr},S^-]=\delta_{r\downarrow}c_{ps}a_{q\uparrow}-\delta_{s\uparrow}c_{p\downarrow}a_{qr}.$$

In $T$ the two spin terms cancel. For the interaction,

$$[n_{p\uparrow}n_{p\downarrow},S^-]=c_{p\uparrow}a_{p\uparrow}c_{p\downarrow}a_{p\uparrow}-c_{p\downarrow}a_{p\uparrow}c_{p\downarrow}a_{p\downarrow}=0,$$

because $a_{p\uparrow}^2=c_{p\downarrow}^2=0$. Thus $H$ commutes with $S^-$, which proves the claim.

To see that the states are nonzero, put $K=[S^+,S^-]=\sum_p(n_{p\uparrow}-n_{p\downarrow})$. Then $[K,S^-]=-2S^-$, $Kw_k=kw_k$ and $S^+w_k=0$, so $K(S^-)^mw_k=(k-2m)(S^-)^mw_k$. Induction on $m$, using $m(k-m+1)+k-2m=(m+1)(k-m)$, gives

$$S^+(S^-)^{m+1}w_k=(m+1)(k-m)(S^-)^mw_k .$$

If $c_{ps}=a_{ps}^\dagger$, the coefficient between normalised states is $\sqrt{(m+1)(k-m)}$ for $m<k$.

For nonzero, orthogonal orbitals, $\sum_p\overline{f_n(p)}\,a_{p\uparrow}w_{n+1}=\|f_n\|^2w_n$. So $v\ne0$ implies $w_k\neq0$, and the ladder relation then gives $(S^-)^mw_k\ne0$ for $m\le k$.

Without orthogonality the states can vanish. On one site with $t=(\varepsilon)$, take $f_0=f_1=1$. Then $w_2=0$, and the eigenvalue equation is empty: the only two-electron level is $2\varepsilon+U$, which differs from $2\varepsilon$ whenever $U\ne0$.

## Operators and states in Lean

```lean
import Mathlib

open Matrix
open scoped ComplexOrder

namespace HubbardFerromagnet

noncomputable section

/-- The two spin projections of an electron. -/
inductive Spin
  | up
  | down
  deriving DecidableEq

open Spin
```

Operators are linear endomorphisms of a complex vector space `V`; `IsCAR` assumes the anticommutation relations but no inner product on `V`.

```lean
variable {X V : Type*} [DecidableEq X] [AddCommGroup V] [Module ℂ V]

/-- The canonical anticommutation relations for creators `c p s` and annihilators `a p s`
at site `p` with spin `s`. -/
structure IsCAR (c a : X → Spin → Module.End ℂ V) : Prop where
  cc : ∀ p s q r, c p s * c q r + c q r * c p s = 0
  aa : ∀ p s q r, a p s * a q r + a q r * a p s = 0
  ac : ∀ p s q r, a p s * c q r + c q r * a p s = if p = q ∧ s = r then 1 else 0

section Definitions

variable [Fintype X] (c a : X → Spin → Module.End ℂ V)

/-- Creator of a spin-up electron in the orbital `g`. -/
def creator (g : X → ℂ) : Module.End ℂ V := ∑ p, g p • c p up

/-- The combination of spin-up annihilators with coefficients `g`. -/
def annihilator (g : X → ℂ) : Module.End ℂ V := ∑ p, g p • a p up

/-- Spin-independent hopping with amplitudes `t`. -/
def hopping (t : Matrix X X ℂ) : Module.End ℂ V :=
  ∑ p, ∑ q, t p q • (c p up * a q up + c p down * a q down)

/-- The Hubbard Hamiltonian: hopping plus the on-site interaction `U`. -/
def hubbard (t : Matrix X X ℂ) (U : ℂ) : Module.End ℂ V :=
  hopping c a t + U • ∑ p, c p up * a p up * (c p down * a p down)

/-- The total spin lowering operator. -/
def lowering : Module.End ℂ V := ∑ p, c p down * a p up

/-- The total spin raising operator. -/
def raising : Module.End ℂ V := ∑ p, c p up * a p down

/-- The state obtained from `v` by creating spin-up electrons in the orbitals
`f 0, ..., f (k - 1)`, in this order. -/
def polarised (v : V) (f : ℕ → X → ℂ) : ℕ → V
  | 0 => v
  | k + 1 => creator c (f k) (polarised v f k)

end Definitions
```

The site set `X` is finite, hopping is spin-independent, and `t` and `U` may be complex. `polarised c v f k` is $w_k$.

## Energy of the polarised state and spin symmetry

In the commutator lemmas, `noncomm_ring` regroups products into anticommutators, which `IsCAR` then evaluates.

```lean
variable [Fintype X] {c a : X → Spin → Module.End ℂ V} {v : V}

/-- The anticommutator of a site annihilator with the creator of a spin-up orbital is the
orbital's amplitude at that site for spin up, and zero for spin down. -/
theorem annihilate_creator (h : IsCAR c a) (g : X → ℂ) (p : X) (s : Spin) :
    a p s * creator c g + creator c g * a p s = if s = up then g p • 1 else 0 := by
  simp only [creator, Finset.mul_sum, Finset.sum_mul, ← Finset.sum_add_distrib,
    mul_smul_comm, smul_mul_assoc, ← smul_add, h.ac]
  cases s <;> simp

/-- The commutator of the hopping with the creator of orbital `g` is the creator of `t g`. -/
theorem hopping_creator (h : IsCAR c a) (t : Matrix X X ℂ) (g : X → ℂ) :
    hopping c a t * creator c g - creator c g * hopping c a t = creator c (t *ᵥ g) := by
  have hc : ∀ p s, c p s * creator c g + creator c g * c p s = 0 := by
    intro p s
    simp only [creator, Finset.mul_sum, Finset.sum_mul, ← Finset.sum_add_distrib,
      mul_smul_comm, smul_mul_assoc, ← smul_add, h.cc, smul_zero, Finset.sum_const_zero]
  have key : ∀ p q, (c p up * a q up + c p down * a q down) * creator c g
      - creator c g * (c p up * a q up + c p down * a q down) = g q • c p up := by
    intro p q
    calc _ = c p up * (a q up * creator c g + creator c g * a q up)
          - (c p up * creator c g + creator c g * c p up) * a q up
          + (c p down * (a q down * creator c g + creator c g * a q down)
          - (c p down * creator c g + creator c g * c p down) * a q down) := by noncomm_ring
      _ = _ := by
        rw [annihilate_creator h, annihilate_creator h, hc, hc]
        simp
  calc _ = ∑ p, ∑ q, t p q • ((c p up * a q up + c p down * a q down) * creator c g
      - creator c g * (c p up * a q up + c p down * a q down)) := by
        simp only [hopping, Finset.sum_mul, Finset.mul_sum, smul_mul_assoc, mul_smul_comm,
          smul_sub, Finset.sum_sub_distrib]
    _ = _ := by
        simp only [key]
        simp only [creator, Matrix.mulVec, dotProduct, Finset.sum_smul, mul_smul]

/-- The commutator of a one-electron transfer operator with the total spin lowering operator. -/
theorem bilinear_lowering (h : IsCAR c a) (p q : X) (s r : Spin) :
    c p s * a q r * lowering c a - lowering c a * (c p s * a q r) =
      (if r = down then c p s * a q up else 0) - (if s = up then c p down * a q r else 0) := by
  have key : ∀ x, c p s * a q r * (c x down * a x up) - c x down * a x up * (c p s * a q r) =
      (if q = x ∧ r = down then c p s * a x up else 0)
        - (if x = p ∧ up = s then c x down * a q r else 0) := by
    intro x
    calc _ = c p s * (a q r * c x down + c x down * a q r) * a x up
          - (c p s * c x down + c x down * c p s) * a q r * a x up
          + c x down * c p s * (a q r * a x up + a x up * a q r)
          - c x down * (a x up * c p s + c p s * a x up) * a q r := by noncomm_ring
      _ = _ := by
        rw [h.ac q r x down, h.cc, h.aa, h.ac x up p s]
        split_ifs <;> simp
  rw [lowering, Finset.mul_sum, Finset.sum_mul, ← Finset.sum_sub_distrib,
    Finset.sum_congr rfl fun x _ => key x, Finset.sum_sub_distrib]
  cases s <;> cases r <;> simp
```

Below, `hop` is the cancellation between spins, while `z1` and `z2` are the two Pauli-excluded products.

```lean
/-- The Hubbard Hamiltonian commutes with the total spin lowering operator. -/
theorem hubbard_commute_lowering (h : IsCAR c a) (t : Matrix X X ℂ) (U : ℂ) :
    Commute (hubbard c a t U) (lowering c a) := by
  have h1 : ∀ p q, c p up * a q up * lowering c a - lowering c a * (c p up * a q up)
      = -(c p down * a q up) := fun p q => (bilinear_lowering h p q up up).trans (by simp)
  have h2 : ∀ p q, c p down * a q down * lowering c a - lowering c a * (c p down * a q down)
      = c p down * a q up := fun p q => (bilinear_lowering h p q down down).trans (by simp)
  have half : ∀ x : Module.End ℂ V, x + x = 0 → x = 0 := fun x hx => by
    calc x = (1 / 2 : ℂ) • (x + x) := by module
      _ = 0 := by rw [hx, smul_zero]
  have hop : ∀ p q, Commute (c p up * a q up + c p down * a q down) (lowering c a) := by
    intro p q
    refine sub_eq_zero.mp ?_
    calc _ = (c p up * a q up * lowering c a - lowering c a * (c p up * a q up))
          + (c p down * a q down * lowering c a - lowering c a * (c p down * a q down)) := by
            noncomm_ring
      _ = 0 := by rw [h1, h2, neg_add_cancel]
  have int : ∀ p, Commute (c p up * a p up * (c p down * a p down)) (lowering c a) := by
    intro p
    -- Pauli exclusion removes both terms left by the spin flip
    have z1 : c p up * a p up * (c p down * a p up) = 0 := by
      calc _ = c p up * (a p up * c p down + c p down * a p up) * a p up
            - c p up * c p down * (a p up * a p up) := by noncomm_ring
        _ = 0 := by rw [h.ac, half _ (h.aa p up p up)]; simp
    have z2 : c p down * a p up * (c p down * a p down) = 0 := by
      calc _ = c p down * (a p up * c p down + c p down * a p up) * a p down
            - (c p down * c p down) * a p up * a p down := by noncomm_ring
        _ = 0 := by rw [h.ac, half _ (h.cc p down p down)]; simp
    refine sub_eq_zero.mp ?_
    calc _ = c p up * a p up
            * (c p down * a p down * lowering c a - lowering c a * (c p down * a p down))
          + (c p up * a p up * lowering c a - lowering c a * (c p up * a p up))
            * (c p down * a p down) := by noncomm_ring
      _ = 0 := by rw [h1, h2, z1, neg_mul, z2, neg_zero, add_zero]
  exact Commute.add_left
    (Commute.sum_left _ _ _ fun p _ => Commute.sum_left _ _ _ fun q _ =>
      (hop p q).smul_left (t p q))
    ((Commute.sum_left _ _ _ fun p _ => int p).smul_left U)
```

Two inductions on the electron number follow: no spin-down electrons, then the energy of the hopping term. From here on, the hypothesis `hv` says that every annihilator kills `v`.

```lean
/-- Every spin-down annihilator gives zero on the polarised state. -/
theorem down_polarised (h : IsCAR c a) (hv : ∀ p s, a p s v = 0) (f : ℕ → X → ℂ) (k : ℕ)
    (p : X) : a p down (polarised c v f k) = 0 := by
  induction k with
  | zero => exact hv p down
  | succ k ih =>
    have hc := LinearMap.congr_fun (annihilate_creator h (f k) p down) (polarised c v f k)
    rw [polarised]
    simpa [ih] using hc

/-- On electrons in eigenorbitals of `t`, all with spin up, the hopping acts as the sum of the
orbital energies. -/
theorem hopping_polarised (h : IsCAR c a) (hv : ∀ p s, a p s v = 0) (t : Matrix X X ℂ)
    (f : ℕ → X → ℂ) (e : ℕ → ℂ) (k : ℕ) (hf : ∀ j < k, t *ᵥ f j = e j • f j) :
    hopping c a t (polarised c v f k) =
      (∑ j ∈ Finset.range k, e j) • polarised c v f k := by
  induction k with
  | zero => simp [polarised, hopping, hv]
  | succ k ih =>
    have ih' := ih fun j hj => hf j (by omega)
    have hs : creator c (e k • f k) = e k • creator c (f k) := by
      simp only [creator, Finset.smul_sum, Pi.smul_apply, smul_eq_mul, mul_smul]
    have hc := LinearMap.congr_fun (hopping_creator h t (f k)) (polarised c v f k)
    rw [LinearMap.sub_apply, Module.End.mul_apply, Module.End.mul_apply, ih',
      hf k (by omega), map_smul, sub_eq_iff_eq_add, hs, LinearMap.smul_apply] at hc
    rw [polarised, Finset.sum_range_succ, hc]
    module
```

The main theorem assumes `hv` (an annihilated vacuum) and `hf` (eigenorbitals). It moves $H$ past $(S^-)^m$; it does not say that the level is the ground state.

```lean
/-- Ferromagnetic multiplet: for every `U` and `m`, lowering the spin of the polarised state
`m` times gives a vector on which the Hubbard Hamiltonian acts as the sum of the orbital
energies. -/
theorem ferromagnetic_multiplet (h : IsCAR c a) (hv : ∀ p s, a p s v = 0)
    (t : Matrix X X ℂ) (U : ℂ) (f : ℕ → X → ℂ) (e : ℕ → ℂ) (k m : ℕ)
    (hf : ∀ j < k, t *ᵥ f j = e j • f j) :
    hubbard c a t U ((lowering c a ^ m) (polarised c v f k)) =
      (∑ j ∈ Finset.range k, e j) • (lowering c a ^ m) (polarised c v f k) := by
  -- without spin-down electrons the interaction vanishes
  have hw : hubbard c a t U (polarised c v f k) =
      (∑ j ∈ Finset.range k, e j) • polarised c v f k := by
    rw [hubbard, LinearMap.add_apply, hopping_polarised h hv t f e k hf]
    simp [LinearMap.sum_apply, Module.End.mul_apply, down_polarised h hv]
  have hc := ((hubbard_commute_lowering h t U).pow_right m).eq
  rw [← Module.End.mul_apply, hc, Module.End.mul_apply, hw, map_smul]
```

## Nonzero members and a concrete Fock space

The proof obtains $Kw_k=kw_k$ by applying `hopping_polarised` to the identity matrix.

```lean
/-- Raising the spin after `m + 1` lowerings of the `k`-electron polarised state returns the
state with `m` lowerings, times `(m + 1) (k - m)`. -/
theorem raising_lowering_pow (h : IsCAR c a) (hv : ∀ p s, a p s v = 0) (f : ℕ → X → ℂ)
    (k m : ℕ) : raising c a ((lowering c a ^ (m + 1)) (polarised c v f k)) =
      (((m : ℂ) + 1) * ((k : ℂ) - m)) • (lowering c a ^ m) (polarised c v f k) := by
  -- K is the number of up electrons minus the number of down electrons
  obtain ⟨K, hK⟩ : ∃ K, K = ∑ p, (c p up * a p up - c p down * a p down) := ⟨_, rfl⟩
  have hRS : raising c a * lowering c a - lowering c a * raising c a = K := by
    rw [hK, raising, Finset.sum_mul, Finset.mul_sum, ← Finset.sum_sub_distrib]
    exact Finset.sum_congr rfl fun p _ => (bilinear_lowering h p p up down).trans (by simp)
  have hKS : K * lowering c a - lowering c a * K = (-2 : ℂ) • lowering c a := by
    have key : ∀ p, (c p up * a p up - c p down * a p down) * lowering c a
        - lowering c a * (c p up * a p up - c p down * a p down)
        = (-2 : ℂ) • (c p down * a p up) := by
      intro p
      have h1 := bilinear_lowering h p p up up
      have h2 := bilinear_lowering h p p down down
      calc _ = (c p up * a p up * lowering c a - lowering c a * (c p up * a p up))
            - (c p down * a p down * lowering c a - lowering c a * (c p down * a p down)) := by
              noncomm_ring
        _ = -(c p down * a p up) - c p down * a p up := by rw [h1, h2]; simp
        _ = _ := by module
    rw [hK, Finset.sum_mul, Finset.mul_sum, ← Finset.sum_sub_distrib,
      Finset.sum_congr rfl fun p _ => key p, ← Finset.smul_sum, ← lowering]
  have hRS' : ∀ x, raising c a (lowering c a x) = lowering c a (raising c a x) + K x := by
    intro x
    rw [← hRS, LinearMap.sub_apply, Module.End.mul_apply, Module.End.mul_apply]
    abel
  have hKS' : ∀ x, K (lowering c a x) = lowering c a (K x) + (-2 : ℂ) • lowering c a x := by
    intro x
    rw [← LinearMap.smul_apply, ← hKS, LinearMap.sub_apply, Module.End.mul_apply,
      Module.End.mul_apply]
    abel
  have hR0 : raising c a (polarised c v f k) = 0 := by
    simp [raising, LinearMap.sum_apply, Module.End.mul_apply, down_polarised h hv]
  have hKw : K (polarised c v f k) = (k : ℂ) • polarised c v f k := by
    have hN := hopping_polarised h hv 1 f (fun _ => 1) k (fun j _ => by simp)
    simp only [Finset.sum_const, Finset.card_range, nsmul_eq_mul, mul_one] at hN
    have h1 : hopping c a 1 = ∑ p, (c p up * a p up + c p down * a p down) := by
      simp only [hopping, Matrix.one_apply, ite_smul, one_smul, zero_smul, Finset.sum_ite_eq,
        Finset.mem_univ, if_true]
    rw [← hN, hK, h1]
    simp [LinearMap.sum_apply, Module.End.mul_apply, down_polarised h hv]
  have hs : ∀ n, (lowering c a ^ (n + 1)) (polarised c v f k) =
      lowering c a ((lowering c a ^ n) (polarised c v f k)) := fun n => by
    rw [pow_succ', Module.End.mul_apply]
  have hKm : ∀ n : ℕ, K ((lowering c a ^ n) (polarised c v f k)) =
      ((k : ℂ) - 2 * n) • (lowering c a ^ n) (polarised c v f k) := by
    intro n
    induction n with
    | zero => simpa using hKw
    | succ n ih =>
      rw [hs, hKS', ih, map_smul]
      push_cast
      module
  induction m with
  | zero =>
    rw [hs, hRS', hKm]
    simp [hR0]
  | succ m ih =>
    rw [hs (m + 1), hRS', ih, hKm, map_smul, ← hs]
    push_cast
    module
```

Here `hA` and `hzero` remove the last orbital, and the ladder relation carries nonvanishing down the multiplet.

```lean
/-- For a nonzero vacuum and nonzero, mutually orthogonal orbitals, the `k`-electron polarised
state stays nonzero under up to `k` spin lowerings. -/
theorem multiplet_ne_zero (h : IsCAR c a) (hv : ∀ p s, a p s v = 0) (hv0 : v ≠ 0)
    (f : ℕ → X → ℂ) (k m : ℕ) (hm : m ≤ k) (hf0 : ∀ j < k, f j ≠ 0)
    (horth : ∀ j < k, ∀ i < j, star (f j) ⬝ᵥ f i = 0) :
    (lowering c a ^ m) (polarised c v f k) ≠ 0 := by
  have hA : ∀ (g φ : X → ℂ) (x : V), annihilator a g (creator c φ x) =
      (g ⬝ᵥ φ) • x - creator c φ (annihilator a g x) := by
    intro g φ x
    have hop : annihilator a g * creator c φ + creator c φ * annihilator a g
        = (g ⬝ᵥ φ) • 1 := by
      simp only [annihilator, Finset.sum_mul, Finset.mul_sum, smul_mul_assoc, mul_smul_comm,
        ← Finset.sum_add_distrib, ← smul_add, annihilate_creator h]
      simp only [if_true, dotProduct, Finset.sum_smul, mul_smul]
    exact eq_sub_of_add_eq (LinearMap.congr_fun hop x)
  have hzero : ∀ (g : X → ℂ) (n : ℕ), (∀ i < n, g ⬝ᵥ f i = 0) →
      annihilator a g (polarised c v f n) = 0 := by
    intro g n
    induction n with
    | zero => intro _; simp [annihilator, polarised, hv]
    | succ n ih =>
      intro hg
      rw [polarised, hA, hg n (by omega), ih fun i hi => hg i (by omega)]
      simp
  -- removing the last electron recovers the previous state
  have hw : ∀ n ≤ k, polarised c v f n ≠ 0 := by
    intro n
    induction n with
    | zero => intro _; exact hv0
    | succ n ih =>
      intro hn h0
      have h1 := hA (star (f n)) (f n) (polarised c v f n)
      rw [show creator c (f n) (polarised c v f n) = 0 from h0, map_zero,
        hzero _ n (horth n (by omega)), map_zero, sub_zero] at h1
      exact smul_ne_zero (fun h2 => hf0 n (by omega) (dotProduct_star_self_eq_zero.mp h2))
        (ih (by omega)) h1.symm
  induction m with
  | zero => simpa using hw k le_rfl
  | succ m ih =>
    intro h0
    have h1 := raising_lowering_pow h hv f k m
    rw [h0, map_zero] at h1
    have hkm : (k : ℂ) ≠ m := by
      have : k ≠ m := by omega
      exact_mod_cast this
    exact smul_ne_zero (mul_ne_zero (Nat.cast_add_one_ne_zero m) (sub_ne_zero.mpr hkm))
      (ih (by omega)) h1.symm
```

The exterior algebra realises the assumptions: creation is a wedge product, annihilation a contraction, and the vacuum is $1\neq0$.

```lean
/-- Fock space as the exterior algebra over the site and spin modes. -/
abbrev Fock (X : Type*) := ExteriorAlgebra ℂ (X × Spin → ℂ)

/-- Creation on Fock space: the wedge product with a mode. -/
def fockC (p : X) (s : Spin) : Module.End ℂ (Fock X) :=
  LinearMap.mulLeft ℂ (ExteriorAlgebra.ι ℂ (Pi.single (p, s) (1 : ℂ)))

/-- Annihilation on Fock space: the contraction with a mode. -/
def fockA (p : X) (s : Spin) : Module.End ℂ (Fock X) :=
  CliffordAlgebra.contractLeft (LinearMap.proj (p, s))

omit [Fintype X] in
/-- Wedge product and contraction on Fock space satisfy the anticommutation relations, and the
unit is a nonzero vacuum. -/
theorem fock_witness : IsCAR (fockC (X := X)) fockA ∧
    (∀ (p : X) (s : Spin), fockA p s (1 : Fock X) = 0) ∧ (1 : Fock X) ≠ 0 := by
  refine ⟨⟨?_, ?_, ?_⟩, ?_, one_ne_zero⟩
  · intro p s q r
    refine LinearMap.ext fun x => ?_
    simp only [fockC, LinearMap.add_apply, Module.End.mul_apply, LinearMap.mulLeft_apply,
      LinearMap.zero_apply]
    rw [← mul_assoc, ← mul_assoc, ← add_mul, ExteriorAlgebra.ι_add_mul_swap, zero_mul]
  · intro p s q r
    refine LinearMap.ext fun x => ?_
    simp only [fockA, LinearMap.add_apply, Module.End.mul_apply, LinearMap.zero_apply]
    rw [CliffordAlgebra.contractLeft_comm, neg_add_cancel]
  · intro p s q r
    refine LinearMap.ext fun x => ?_
    simp only [fockA, fockC, LinearMap.add_apply, Module.End.mul_apply,
      LinearMap.mulLeft_apply]
    rw [CliffordAlgebra.contractLeft_ι_mul, sub_add_cancel, LinearMap.proj_apply,
      Pi.single_apply]
    simp only [Prod.mk.injEq]
    split_ifs <;> simp
  · intro p s
    simp only [fockA]
    rw [CliffordAlgebra.contractLeft_one]

end

end HubbardFerromagnet
```
```lean
#print axioms HubbardFerromagnet.ferromagnetic_multiplet
#print axioms HubbardFerromagnet.multiplet_ne_zero
```

```
'HubbardFerromagnet.ferromagnetic_multiplet' depends on axioms: [propext, Classical.choice, Quot.sound]
'HubbardFerromagnet.multiplet_ne_zero' depends on axioms: [propext, Classical.choice, Quot.sound]
```
